# In classical non-interacting moments aligned by a field, the ratio of reduced uniaxial anisotropy loss to magnetisation loss tends to 3 at low temperature

The theorem `low_temperature_limit` concerns classical moments distributed over the sphere with weight exp(x cos t), where t is the angle from the axis and x can be read as the ratio of field energy to thermal energy, with no interaction between moments. With M the average of cos t and A the average of (3 cos² t − 1)/2, both normalised to 1 at full alignment, it states that (1 − A)/(1 − M) tends to 3 as x → ∞. The attempt uses the closed forms M = coth x − 1/x and A = 1 − 3M/x, valid for x > 0, to write the ratio as 3M / (1 − x(coth x − 1)). It then shows that x(coth x − 1) tends to 0, so that M and the denominator both tend to 1.

As first written in Lean, the proof fails:

```lean
import Mathlib

open Real Filter Topology

namespace LowTemperatureLimit

noncomputable section

/-- Average of an axially symmetric quantity `f (cos t)` over moments distributed on the
sphere with weight `exp (x cos t)`, where `t` is the polar angle. -/
def thermalAverage (x : ℝ) (f : ℝ → ℝ) : ℝ :=
  (∫ t in (0 : ℝ)..π, f (cos t) * exp (x * cos t) * sin t) /
    ∫ t in (0 : ℝ)..π, exp (x * cos t) * sin t

/-- Reduced magnetisation, the average of `cos t`. -/
def magnetisation (x : ℝ) : ℝ := thermalAverage x fun u => u

/-- Reduced uniaxial anisotropy, the average of `(3 cos² t - 1) / 2`. -/
def anisotropy (x : ℝ) : ℝ := thermalAverage x fun u => (3 * u ^ 2 - 1) / 2

/-- For `x > 0`, the average of any quadratic polynomial in `cos t` in closed form. -/
theorem thermalAverage_quadratic {x : ℝ} (hx : 0 < x) (a b q : ℝ) :
    thermalAverage x (fun u => a + b * u + q * u ^ 2) =
      a + b * (cosh x / sinh x - 1 / x) +
        q * (1 - 2 * (cosh x / sinh x - 1 / x) / x) := by
  have hx0 : x ≠ 0 := hx.ne'
  have hs : sinh x ≠ 0 := (Real.sinh_pos_iff.2 hx).ne'
  -- an antiderivative in `u = cos t` gives the integral over the polar angle
  have key : ∀ (a b q : ℝ) (F : ℝ → ℝ),
      (∀ u, HasDerivAt F ((a + b * u + q * u ^ 2) * exp (x * u)) u) →
      ∫ t in (0 : ℝ)..π, (a + b * cos t + q * cos t ^ 2) * exp (x * cos t) * sin t
        = F 1 - F (-1) := by
    intro a b q F hF
    rw [intervalIntegral.integral_eq_sub_of_hasDerivAt (f := fun t => -F (cos t))
      (fun t _ => (((hF (cos t)).comp t (Real.hasDerivAt_cos t)).neg).congr_deriv (by ring))
      (Continuous.intervalIntegrable (by fun_prop) _ _)]
    simp only [Real.cos_pi, Real.cos_zero]
    ring
  have moment : ∀ a b q : ℝ,
      ∫ t in (0 : ℝ)..π, (a + b * cos t + q * cos t ^ 2) * exp (x * cos t) * sin t
        = 2 * ((a + q) * sinh x / x + b * (cosh x / x - sinh x / x ^ 2)
          - 2 * q * (cosh x / x ^ 2 - sinh x / x ^ 3)) := by
    intro a b q
    rw [key a b q (fun u => ((a + b * u + q * (u * u)) / x - (b + 2 * q * u) / x ^ 2
      + 2 * q / x ^ 3) * exp (x * u)) ?_]
    · simp only [mul_one, mul_neg, Real.cosh_eq, Real.sinh_eq]
      field_simp
      ring
    · intro u
      have h1 := hasDerivAt_id' u
      have hp := (((((h1.const_mul b).const_add a).fun_add
        ((h1.fun_mul h1).const_mul q)).div_const x).fun_sub
        (((h1.const_mul (2 * q)).const_add b).div_const (x ^ 2))).add_const (2 * q / x ^ 3)
      refine (hp.fun_mul (h1.const_mul x).exp).congr_deriv ?_
      field_simp
      ring
  have hZ : ∫ t in (0 : ℝ)..π, exp (x * cos t) * sin t = 2 * sinh x / x := by
    have h := moment 1 0 0
    simp only [one_mul, zero_mul, add_zero] at h
    rw [h]
    ring
  simp only [thermalAverage]
  rw [moment a b q, hZ]
  field_simp
  ring

/-- For `x > 0` the magnetisation is the Langevin function `coth x - 1/x`. -/
theorem magnetisation_eq {x : ℝ} (hx : 0 < x) :
    magnetisation x = cosh x / sinh x - 1 / x := by
  have e : magnetisation x = thermalAverage x (fun u => 0 + 1 * u + 0 * u ^ 2) :=
    congrArg (thermalAverage x) (funext fun u => by ring)
  rw [e, thermalAverage_quadratic hx]
  ring

/-- For `x > 0` the anisotropy follows from the magnetisation as `A = 1 - 3M/x`. -/
theorem anisotropy_eq {x : ℝ} (hx : 0 < x) :
    anisotropy x = 1 - 3 * magnetisation x / x := by
  have e : anisotropy x = thermalAverage x (fun u => -1 / 2 + 0 * u + 3 / 2 * u ^ 2) :=
    congrArg (thermalAverage x) (funext fun u => by ring)
  rw [e, thermalAverage_quadratic hx, magnetisation_eq hx]
  ring

/-- Low temperature: `(1 - A) / (1 - M)` tends to 3 as `x → ∞`. -/
theorem low_temperature_limit :
    Tendsto (fun x => (1 - anisotropy x) / (1 - magnetisation x)) atTop (𝓝 3) := by
  have hsinh : Tendsto sinh atTop atTop := by
    refine tendsto_atTop_mono' atTop ?_ tendsto_id
    filter_upwards [eventually_ge_atTop (0 : ℝ)] with x hx
    exact Real.self_le_sinh_iff.2 hx
  -- the correction `x (coth x - 1)` vanishes exponentially
  have he : Tendsto (fun x : ℝ => x * exp (-x) * (sinh x)⁻¹) atTop (𝓝 0) := by
    have h := (Real.tendsto_pow_mul_exp_neg_atTop_nhds_zero 1).mul
      (tendsto_inv_atTop_zero.comp hsinh)
    simpa using h
  have hlim := (((he.sub_const 1).mul tendsto_inv_atTop_zero).const_add 1).const_mul 3 |>.div
    (he.const_sub 1) (by norm_num)
  have h3 : (3 : ℝ) * (1 + (0 - 1) * 0) / (1 - 0) = 3 := by norm_num
  rw [h3] at hlim
  refine hlim.congr' ?_
  filter_upwards [eventually_gt_atTop (0 : ℝ)] with x hx
  have hs : sinh x ≠ 0 := (Real.sinh_pos_iff.2 hx).ne'
  have hM : magnetisation x = 1 + (x * exp (-x) * (sinh x)⁻¹ - 1) * x⁻¹ := by
    rw [magnetisation_eq hx, ← Real.cosh_sub_sinh]
    field_simp <;> ring
  have h1 : 1 - magnetisation x = (1 - x * exp (-x) * (sinh x)⁻¹) / x := by
    rw [hM]
    ring
  rw [anisotropy_eq hx, h1, sub_sub_cancel, div_div_div_cancel_right₀ hx.ne', hM]

end

end LowTemperatureLimit
```

Compiling this gives:

```
Main.lean:85:81: error: unsolved goals
hsinh : Tendsto sinh atTop atTop
he : Tendsto (fun x => x * rexp (-x) * (sinh x)⁻¹) atTop (𝓝 0)
hlim :
  Tendsto ((fun x => 3 * (1 + (x * rexp (-x) * (sinh x)⁻¹ - 1) * x⁻¹)) / fun x => 1 - x * rexp (-x) * (sinh x)⁻¹) atTop
    (𝓝 3)
h3 : 3 * (1 + (0 - 1) * 0) / (1 - 0) = 3
x : ℝ
hx : 0 < x
hs : sinh x ≠ 0
hM : magnetisation x = 1 + (x * rexp (-x) * (sinh x)⁻¹ - 1) * x⁻¹
h1 : 1 - magnetisation x = (1 - x * rexp (-x) * (sinh x)⁻¹) / x
⊢ ((fun x => 3 * (1 + (x * rexp (-x) * (sinh x)⁻¹ - 1) * x⁻¹)) / fun x => 1 - x * rexp (-x) * (sinh x)⁻¹) x =
    3 * (1 + (x * rexp (-x) * (sinh x)⁻¹ - 1) * x⁻¹) / (1 - x * rexp (-x) * (sinh x)⁻¹)
```

What went wrong. The message shows one goal left at the end of the proof, and its two sides are the same quotient written in two ways. The limit `hlim` is built with `.div`, which here gives a quotient of two functions, so the left side has the form `(f / g) x`. The right side, produced by the last `rw`, is an ordinary quotient of real numbers, in effect `f x / g x`. The two are equal by definition, but seeing this means unfolding division of functions, and the `rfl` that `rw` tries after rewriting does not unfold that far.

The added line `simp only [Pi.div_apply]` rewrites `(f / g) x` as `f x / g x` and applies the two functions to `x`. Both sides are then identical and the goal closes.

The other two changes are tidying. Putting `field_simp` and `ring` on separate lines answers no message, and the reworded comment now says only what `he` proves, that the correction tends to zero, with no rate.

The mended proof, as a diff:

```diff
@@ -88,5 +88,5 @@
     filter_upwards [eventually_ge_atTop (0 : ℝ)] with x hx
     exact Real.self_le_sinh_iff.2 hx
-  -- the correction `x (coth x - 1)` vanishes exponentially
+  -- the correction `x (coth x - 1)` tends to zero
   have he : Tendsto (fun x : ℝ => x * exp (-x) * (sinh x)⁻¹) atTop (𝓝 0) := by
     have h := (Real.tendsto_pow_mul_exp_neg_atTop_nhds_zero 1).mul
@@ -102,9 +102,11 @@
   have hM : magnetisation x = 1 + (x * exp (-x) * (sinh x)⁻¹ - 1) * x⁻¹ := by
     rw [magnetisation_eq hx, ← Real.cosh_sub_sinh]
-    field_simp <;> ring
+    field_simp
+    ring
   have h1 : 1 - magnetisation x = (1 - x * exp (-x) * (sinh x)⁻¹) / x := by
     rw [hM]
     ring
   rw [anisotropy_eq hx, h1, sub_sub_cancel, div_div_div_cancel_right₀ hx.ne', hM]
+  simp only [Pi.div_apply]
 
 end
```
